# In a plasmon-pole model with dielectric constant above 9, some plasmon energy allows two self-consistent exciton binding energies

In the model of `binding_not_unique`, the electron-hole attraction is reduced by a factor s(E) = 1 − (1 − 1/ε)·p/(p + E), which depends on the binding energy E itself, on the dielectric constant ε and on the plasmon energy p. A self-consistent binding energy is a positive solution of E = R·s(E)², where R is the unscreened binding energy. The theorem says that for every R > 0 and every ε > 9 there is a p > 0 for which this equation has at least two different solutions. The proof chooses p so that the cubic equation for the screening factor x has the roots 1/3 and 1/3 + d, with d > 0, and takes the energies R/9 and R(1/3 + d)². An auxiliary statement, `key`, shows that each positive root x of the cubic gives a self-consistent energy R·x².

As first written in Lean, the proof fails:

```lean
import Mathlib

open Set

namespace PlasmonPoleExciton

noncomputable section

/-- The plasmon-pole screening factor of the electron-hole attraction at binding energy `E`,
for dielectric constant `ε` and plasmon energy `p`. -/
def screening (ε p E : ℝ) : ℝ := 1 - (1 - 1 / ε) * (p / (p + E))

/-- `E` is a self-consistent exciton binding energy: it is positive and equals the unscreened
binding energy `R` times the square of the screening factor taken at `E` itself. -/
def IsBinding (R ε p E : ℝ) : Prop := 0 < E ∧ E = R * screening ε p E ^ 2

/-- The screening factor with its denominators cleared. -/
theorem screening_mul {ε p E : ℝ} (hε : 1 < ε) (hp : 0 < p) (hE : 0 < E) :
    ε * screening ε p E * (p + E) = p + ε * E := by
  have h1 : ε ≠ 0 := by positivity
  have h2 : p + E ≠ 0 := by positivity
  unfold screening
  field_simp
  ring

/-- For every dielectric constant above `9` and every `R > 0` there is a plasmon energy at which
two different self-consistent binding energies exist. -/
theorem binding_not_unique {R ε : ℝ} (hR : 0 < R) (hε : 9 < ε) :
    ∃ p, 0 < p ∧ ∃ E E', E ≠ E' ∧ IsBinding R ε p E ∧ IsBinding R ε p E' := by
  have hε0 : 0 < ε := by linarith
  have hK : 0 < 9 * (ε - 3) := by linarith
  obtain ⟨p, hp, hpK⟩ : ∃ p, 0 < p ∧ p * (9 * (ε - 3)) = 2 * ε * R :=
    ⟨2 * ε * R / (9 * (ε - 3)), div_pos (by positivity) hK, div_mul_cancel₀ _ hK.ne'⟩
  obtain ⟨d, hd, hdK⟩ : ∃ d, 0 < d ∧ d ^ 2 * (9 * (ε - 3)) = ε - 9 := by
    have hq : 0 < (ε - 9) / (9 * (ε - 3)) := div_pos (by linarith) hK
    exact ⟨√((ε - 9) / (9 * (ε - 3))), Real.sqrt_pos.2 hq, by
      rw [Real.sq_sqrt hq.le, div_mul_cancel₀ _ hK.ne']⟩
  -- a positive root of the cubic gives a binding energy
  have key : ∀ x, 0 < x → ε * x * (p + R * x ^ 2) = p + ε * (R * x ^ 2) →
      IsBinding R ε p (R * x ^ 2) := by
    intro x hx cx
    have hE : 0 < R * x ^ 2 := by positivity
    have hs : screening ε p (R * x ^ 2) = x := by
      apply mul_left_cancel₀ (mul_pos hε0 (add_pos hp hE)).ne'
      linear_combination screening_mul (by linarith) hp hE - cx
    exact ⟨hE, by rw [hs]⟩
  refine ⟨p, hp, R * (1 / 3) ^ 2, R * (1 / 3 + d) ^ 2, ?_, key _ (by norm_num) ?_,
    key _ (by positivity) ?_⟩
  · intro h
    have : 0 < R * (2 / 3 * d + d ^ 2) := by positivity
    linarith
  · apply mul_left_cancel₀ hK.ne'
    linear_combination (ε * (1 / 3) - 1) * hpK
  · apply mul_left_cancel₀ hK.ne'
    linear_combination (ε * (1 / 3 + d) - 1) * hpK + ε * R * d * hdK

end

end PlasmonPoleExciton
```

Compiling this gives:

```
Main.lean:45:43: error: linarith failed to find a contradiction
R ε : ℝ
hR : 0 < R
hε : 9 < ε
hε0 : 0 < ε
hK : 0 < 9 * (ε - 3)
p : ℝ
hp : 0 < p
hpK : p * (9 * (ε - 3)) = 2 * ε * R
d : ℝ
hd : 0 < d
hdK : d ^ 2 * (9 * (ε - 3)) = ε - 9
x : ℝ
hx : 0 < x
cx : ε * x * (p + R * x ^ 2) = p + ε * (R * x ^ 2)
hE : 0 < R * x ^ 2
a✝ : ?m.518 ≤ 1
⊢ False
failed
```

Diagnosis. The error comes from the `by linarith` inside `screening_mul (by linarith) hp hE`. It should prove `1 < ε`, which follows at once from `hε : 9 < ε`. But the dielectric constant is an implicit argument of `screening_mul`, and nothing in this call determines it: `hp` and `hE` fix only the plasmon energy and the binding energy. Nor does the goal help, since `linear_combination` does not match the equations it is given against the goal; it only combines them. So `linarith` ran while the dielectric constant was still an unknown, and the message shows the negated goal as `?m.518 ≤ 1`. No hypothesis says anything about `?m.518`, so no contradiction could be found.

The repair first proves `hε1 : 1 < ε`, where `ε` is named and `linarith` can use `hε`. Passing `hε1` to `screening_mul` then also tells Lean which dielectric constant is meant. The linear combination itself is unchanged.

This version goes through:

```diff
@@ -43,5 +43,6 @@
     have hs : screening ε p (R * x ^ 2) = x := by
       apply mul_left_cancel₀ (mul_pos hε0 (add_pos hp hE)).ne'
-      linear_combination screening_mul (by linarith) hp hE - cx
+      have hε1 : 1 < ε := by linarith
+      linear_combination screening_mul hε1 hp hE - cx
     exact ⟨hE, by rw [hs]⟩
   refine ⟨p, hp, R * (1 / 3) ^ 2, R * (1 / 3 + d) ^ 2, ?_, key _ (by norm_num) ?_,
```
